# Eigenvalues of a linearized split step with kinetic phase q and interaction parameter a satisfy z² − 2(cos q − a sin q)z + 1 = 0

One time step for a small perturbation with real and imaginary parts (u, v) is split into two substeps. The linearized interaction substep sends (u, v) to (u, v − 2au), and the kinetic substep then sends (u, v) to (u cos q + v sin q, v cos q − u sin q). Here `a` and `q` are the interaction and kinetic energies times the time step, in units with ħ = 1, and the lemma allows any real values for them. It says that any eigenvalue z of the combined 2×2 matrix, with a non-zero complex eigenvector that need not be normalised, satisfies z² − 2(cos q − a sin q)z + 1 = 0. The attempt computes the trace and determinant of the product, then supposes that the quadratic expression is not zero at z. The eigenvector equations should then force both components of the eigenvector to vanish, which is a contradiction.

As first written in Lean, the proof fails:

```lean
import Mathlib

open Matrix
open scoped Real

namespace MultiplierEquation

noncomputable section

/-- The kinetic substep on the real and imaginary parts of a perturbation; `q` is kinetic energy
times time step. -/
def kineticStep (q : ℝ) : Matrix (Fin 2) (Fin 2) ℝ :=
  !![Real.cos q, Real.sin q; -Real.sin q, Real.cos q]

/-- The linearized interaction substep; `a` is interaction energy times time step. -/
def nonlinearStep (a : ℝ) : Matrix (Fin 2) (Fin 2) ℝ := !![1, 0; -2 * a, 1]

/-- One linearized split step: the interaction substep followed by the kinetic substep. -/
def splitStep (a q : ℝ) : Matrix (Fin 2) (Fin 2) ℝ := kineticStep q * nonlinearStep a

/-- `z` is an eigenvalue of the real matrix `M`, with a non-zero complex eigenvector. -/
def IsMultiplier (M : Matrix (Fin 2) (Fin 2) ℝ) (z : ℂ) : Prop :=
  ∃ w : Fin 2 → ℂ, w ≠ 0 ∧ M.map Complex.ofReal *ᵥ w = z • w

/-- The entries of the linearized split step. -/
theorem splitStep_eq (a q : ℝ) : splitStep a q =
    !![Real.cos q - 2 * a * Real.sin q, Real.sin q;
      -Real.sin q - 2 * a * Real.cos q, Real.cos q] := by
  ext i j
  fin_cases i <;> fin_cases j <;>
    simp [splitStep, kineticStep, nonlinearStep, Matrix.mul_apply, Fin.sum_univ_two] <;> ring

/-- Every eigenvalue of the split step solves a quadratic equation with constant term one and
half-trace `cos q - a sin q`. -/
theorem multiplier_equation {a q : ℝ} {z : ℂ} (h : IsMultiplier (splitStep a q) z) :
    z * z - ((2 * (Real.cos q - a * Real.sin q) : ℝ) : ℂ) * z + 1 = 0 := by
  obtain ⟨w, hw, hz⟩ := h
  have htr : splitStep a q 0 0 + splitStep a q 1 1
      = 2 * (Real.cos q - a * Real.sin q) := by
    simp [splitStep_eq]
    ring
  have hdet : splitStep a q 0 0 * splitStep a q 1 1
      - splitStep a q 0 1 * splitStep a q 1 0 = 1 := by
    simp [splitStep_eq]
    linear_combination Real.sin_sq_add_cos_sq q
  rw [← htr, ← Complex.ofReal_one, ← hdet]
  generalize splitStep a q = M at hz ⊢
  have e0 := congrFun hz 0
  have e1 := congrFun hz 1
  simp [Matrix.mulVec, dotProduct, Fin.sum_univ_two] at e0 e1
  push_cast
  by_contra hne
  -- the characteristic polynomial annihilates both components of the eigenvector
  apply hw
  funext i
  fin_cases i
  · refine (mul_eq_zero.mp ?_).resolve_left hne
    linear_combination ((M 1 1 : ℂ) - z) * e0 - (M 0 1 : ℂ) * e1
  · refine (mul_eq_zero.mp ?_).resolve_left hne
    linear_combination ((M 0 0 : ℂ) - z) * e1 - (M 1 0 : ℂ) * e0

end

end MultiplierEquation
```

Lean reports:

```
Main.lean:58:4: error: ring failed, ring expressions not equal
a q : ℝ
z : ℂ
w : Fin 2 → ℂ
hw : w ≠ 0
htr : splitStep a q 0 0 + splitStep a q 1 1 = 2 * (Real.cos q - a * Real.sin q)
hdet : splitStep a q 0 0 * splitStep a q 1 1 - splitStep a q 0 1 * splitStep a q 1 0 = 1
M : Matrix (Fin 2) (Fin 2) ℝ
hz : M.map Complex.ofReal *ᵥ w = z • w
e0 : ↑(M 0 0) * w 0 + ↑(M 0 1) * w 1 = z * w 0
e1 : ↑(M 1 0) * w 0 + ↑(M 1 1) * w 1 = z * w 1
hne : ¬z * z - (↑(M 0 0) + ↑(M 1 1)) * z + (↑(M 0 0) * ↑(M 1 1) - ↑(M 0 1) * ↑(M 1 0)) = 0
⊢ -(z * ↑(M 0 0) * w ⟨0, ⋯⟩) + z * ↑(M 0 0) * w 0 - z * ↑(M 1 1) * w ⟨0, ⋯⟩ + z * ↑(M 1 1) * w 0 + z ^ 2 * w ⟨0, ⋯⟩ -
              z ^ 2 * w 0 +
            ↑(M 0 0) * ↑(M 1 1) * w ⟨0, ⋯⟩ -
          ↑(M 0 0) * ↑(M 1 1) * w 0 -
        ↑(M 0 1) * ↑(M 1 0) * w ⟨0, ⋯⟩ +
      ↑(M 0 1) * ↑(M 1 0) * w 0 =
    0
Main.lean:60:4: error: ring failed, ring expressions not equal
a q : ℝ
z : ℂ
w : Fin 2 → ℂ
hw : w ≠ 0
htr : splitStep a q 0 0 + splitStep a q 1 1 = 2 * (Real.cos q - a * Real.sin q)
hdet : splitStep a q 0 0 * splitStep a q 1 1 - splitStep a q 0 1 * splitStep a q 1 0 = 1
M : Matrix (Fin 2) (Fin 2) ℝ
hz : M.map Complex.ofReal *ᵥ w = z • w
e0 : ↑(M 0 0) * w 0 + ↑(M 0 1) * w 1 = z * w 0
e1 : ↑(M 1 0) * w 0 + ↑(M 1 1) * w 1 = z * w 1
hne : ¬z * z - (↑(M 0 0) + ↑(M 1 1)) * z + (↑(M 0 0) * ↑(M 1 1) - ↑(M 0 1) * ↑(M 1 0)) = 0
⊢ -(z * ↑(M 0 0) * w ⟨1, ⋯⟩) + z * ↑(M 0 0) * w 1 - z * ↑(M 1 1) * w ⟨1, ⋯⟩ + z * ↑(M 1 1) * w 1 + z ^ 2 * w ⟨1, ⋯⟩ -
              z ^ 2 * w 1 +
            ↑(M 0 0) * ↑(M 1 1) * w ⟨1, ⋯⟩ -
          ↑(M 0 0) * ↑(M 1 1) * w 1 -
        ↑(M 0 1) * ↑(M 1 0) * w ⟨1, ⋯⟩ +
      ↑(M 0 1) * ↑(M 1 0) * w 1 =
    0
```

Cause. Both errors say that `ring`, which `linear_combination` calls to check its identity, was left with an equation it could not close. In the first, every term in `w ⟨0, ⋯⟩` is matched by one of opposite sign in `w 0`, so everything would cancel if the two were recognised as the same number. The second error is the same with index 1.

They are the same number by definition, but `fin_cases i` writes the index in the goal as `⟨0, ⋯⟩`, while `e0` and `e1` have `w 0` and `w 1`. `ring` treated the two forms as unrelated unknowns. The algebra itself was right.

The repair proves `w 0 = 0` and `w 1 = 0` before the case split, with the same coefficients as before. The goals now use the same notation as `e0` and `e1`, so the terms cancel. After `fin_cases`, `exact w0` and `exact w1` suffice, because `exact` accepts a statement that agrees with the goal by definition, even if it is written differently.

The change, after which it compiles:

```diff
@@ -52,11 +52,15 @@
   by_contra hne
   -- the characteristic polynomial annihilates both components of the eigenvector
+  have w0 : w 0 = 0 := by
+    refine (mul_eq_zero.mp ?_).resolve_left hne
+    linear_combination ((M 1 1 : ℂ) - z) * e0 - (M 0 1 : ℂ) * e1
+  have w1 : w 1 = 0 := by
+    refine (mul_eq_zero.mp ?_).resolve_left hne
+    linear_combination ((M 0 0 : ℂ) - z) * e1 - (M 1 0 : ℂ) * e0
   apply hw
   funext i
   fin_cases i
-  · refine (mul_eq_zero.mp ?_).resolve_left hne
-    linear_combination ((M 1 1 : ℂ) - z) * e0 - (M 0 1 : ℂ) * e1
-  · refine (mul_eq_zero.mp ?_).resolve_left hne
-    linear_combination ((M 0 0 : ℂ) - z) * e1 - (M 1 0 : ℂ) * e0
+  · exact w0
+  · exact w1
 
 end
```
